# A lower bound on harmonic repulsion at fixed density, and two strictly correlated minimizers that share one density

Suppose that N electrons have a prescribed density and that their mutual repulsion dominates their kinetic energy. In this strong-coupling limit one looks for the position distribution with the least mean repulsion among all those with the given density. One candidate is a strictly correlated state, in which the position of one electron fixes the positions of all the others. Does the density determine that state? For the harmonic repulsion, a simpler substitute for the Coulomb interaction, it need not.

## The density's moments bound the energy

A configuration x consists of N positions x(1), …, x(N), and its harmonic repulsion counts each pair once:

V(x) = −∑_{i<j} |x(i) − x(j)|²

An ensemble is a finite list of configurations with probabilities w(k). Write x(k,i) for the position of particle i in configuration k, and S(k) = ∑_i x(k,i) for the sum of its positions. The density is normalised to N, and its second and first moments are

M = ∑_k w(k) ∑_i |x(k,i)|²

D = ∑_k w(k) S(k)

The mean repulsion ⟨V⟩ = ∑_k w(k) V(x(k)) then satisfies

⟨V⟩ ≥ −N M

with equality exactly when S(k) = 0 in every configuration of positive probability. For any D, the sharper bound is

⟨V⟩ ≥ −N M + |D|²

with equality exactly when S(k) = D in every such configuration.

## Checking a discretised strong-coupling solver

In density functional theory, the repulsion at fixed density can be minimised numerically over finite ensembles of this kind, with positions on a grid. When a program does so with the harmonic interaction, its output can be checked against the bound. M and D should be computed from the returned ensemble, since its density may match the target only approximately. Apart from rounding, a value below −N M + |D|² means that a weight, a moment or the energy is wrong.

A value above the bound need not be an error. Take two particles on a line with density 2/3 at each of the points −3, 1 and 2. Here D = 0, but a particle at 2 would need a partner at −2, where the density vanishes, so no ensemble with this density reaches −N M.

When several minimizers exist, two correct runs may return different ensembles. Their energies should then be compared, not their lists of configurations.

## From pair distances to the sum of positions

Sum the squared distance over all ordered pairs. Each unordered pair appears twice and the diagonal terms vanish, so the result is −2V(x). Expanding the squares gives

∑_i ∑_j |x(i) − x(j)|² = ∑_i ∑_j (|x(i)|² − 2 x(i)·x(j) + |x(j)|²)

= 2N ∑_i |x(i)|² − 2 |∑_i x(i)|²

Dividing by −2,

V(x) = −N ∑_i |x(i)|² + |∑_i x(i)|²

The first term is a one-body quantity, so its mean depends only on the density. Averaging over the ensemble,

⟨V⟩ = −N M + ∑_k w(k) |S(k)|²

The last sum has no negative terms, which gives the first bound. It vanishes exactly when every term does, that is, when S(k) = 0 wherever w(k) > 0.

For the sharper bound, expand around D and use ∑_k w(k) = 1 and ∑_k w(k) S(k) = D:

∑_k w(k) |S(k) − D|² = ∑_k w(k) |S(k)|² − 2 D·D + |D|²

= ∑_k w(k) |S(k)|² − |D|²

Hence

⟨V⟩ = −N M + |D|² + ∑_k w(k) |S(k) − D|²

and the equality condition follows as before.

Now let every configuration of positive probability in an ensemble P sum to zero. Its energy is −N M. Any ensemble with the same density has the same M, and so an energy of at least −N M. Therefore P is a minimizer.

## Rows and columns of a magic square

Three particles on a line can occupy the rows of this array, each row with probability 1/3:

−3, 2, 1

4, 0, −4

−1, −2, 3

The columns, again with probability 1/3 each, form a second ensemble. Every entry occurs once in either reading, so both densities put weight 1/3 on each of the nine points. All rows and columns sum to zero, so both ensembles are minimizers. The second moment is

M = (9 + 4 + 1 + 16 + 0 + 16 + 1 + 4 + 9)/3 = 20

and the bound is −3 · 20 = −60. Direct evaluation over the pairs agrees:

rows: −(42 + 96 + 42)/3 = −60

columns: −(78 + 24 + 78)/3 = −60

The nine entries are distinct, so one occupied point identifies its row, and likewise its column. Both states are therefore strictly correlated. The points 4 and −4 are occupied together in the middle row but in no column, so relabelling the particles can't turn one state into the other.

## The Lean development

```lean
import Mathlib

open Finset

namespace HarmonicStrongCoupling

noncomputable section

/-- A finitely supported probability distribution on `N`-particle configurations in `E`,
given as a list of `n` configurations with their probabilities. -/
structure Ensemble (n N : ℕ) (E : Type*) where
  /-- Probability of each listed configuration. -/
  weight : Fin n → ℝ
  /-- Particle positions in each listed configuration. -/
  pos : Fin n → Fin N → E
  weight_nonneg : ∀ k, 0 ≤ weight k
  weight_sum : ∑ k, weight k = 1

variable {n N : ℕ} {E : Type*} [NormedAddCommGroup E] [InnerProductSpace ℝ E]

/-- The harmonic repulsion energy: minus the sum of squared distances over all pairs. -/
def harmonicRepulsion (x : Fin N → E) : ℝ :=
  -∑ i, ∑ j, if i < j then ‖x i - x j‖ ^ 2 else 0

/-- The mean harmonic repulsion of an ensemble. -/
def meanRepulsion (P : Ensemble n N E) : ℝ :=
  ∑ k, P.weight k * harmonicRepulsion (P.pos k)

/-- The integral of a one-body observable `f` against the density, which is normalised
to the particle number. -/
def densityMean (P : Ensemble n N E) (f : E → ℝ) : ℝ :=
  ∑ k, P.weight k * ∑ i, f (P.pos k i)

/-- The second moment of the density. -/
def secondMoment (P : Ensemble n N E) : ℝ := densityMean P (fun r => ‖r‖ ^ 2)

/-- The first moment of the density. -/
def firstMoment (P : Ensemble n N E) : E := ∑ k, P.weight k • ∑ i, P.pos k i

/-- Two ensembles have the same density when all one-body observables agree. -/
def SameDensity {m : ℕ} (P : Ensemble n N E) (Q : Ensemble m N E) : Prop :=
  ∀ f : E → ℝ, densityMean P f = densityMean Q f

/-- The ensemble has the least mean harmonic repulsion among all finitely supported
ensembles with its density. -/
def IsMinimizer (P : Ensemble n N E) : Prop :=
  ∀ (m : ℕ) (Q : Ensemble m N E), SameDensity P Q → meanRepulsion P ≤ meanRepulsion Q

/-- Strict correlation: two configurations of positive probability that share an occupied
point are the same configuration. -/
def IsStrictlyCorrelated (P : Ensemble n N E) : Prop :=
  ∀ k l i j, 0 < P.weight k → 0 < P.weight l → P.pos k i = P.pos l j → P.pos k = P.pos l

/-- The harmonic repulsion is a one-body term plus the squared norm of the sum of all
positions. -/
theorem harmonicRepulsion_eq (x : Fin N → E) :
    harmonicRepulsion x = -(N : ℝ) * ∑ i, ‖x i‖ ^ 2 + ‖∑ i, x i‖ ^ 2 := by
  -- the sum over ordered pairs counts every pair twice
  have hpair : ∀ i j, ‖x i - x j‖ ^ 2 = (if i < j then ‖x i - x j‖ ^ 2 else 0)
      + (if j < i then ‖x j - x i‖ ^ 2 else 0) := by
    intro i j
    rcases lt_trichotomy i j with h | h | h
    · rw [if_pos h, if_neg (lt_asymm h), add_zero]
    · subst h
      simp
    · rw [if_neg (lt_asymm h), if_pos h, zero_add, norm_sub_rev]
  have htwice : ∑ i, ∑ j, ‖x i - x j‖ ^ 2
      = 2 * ∑ i, ∑ j, (if i < j then ‖x i - x j‖ ^ 2 else 0) := by
    rw [Finset.sum_congr rfl fun i _ => Finset.sum_congr rfl fun j _ => hpair i j]
    simp only [Finset.sum_add_distrib]
    rw [two_mul]
    congr 1
    exact Finset.sum_comm
  -- expand the squares
  have hsq : ‖∑ i, x i‖ ^ 2 = ∑ i, ∑ j, inner ℝ (x i) (x j) := by
    rw [← real_inner_self_eq_norm_sq, sum_inner]
    exact Finset.sum_congr rfl fun i _ => by rw [inner_sum]
  have hfull : ∑ i, ∑ j, ‖x i - x j‖ ^ 2
      = 2 * (N : ℝ) * ∑ i, ‖x i‖ ^ 2 - 2 * ‖∑ i, x i‖ ^ 2 := by
    rw [hsq]
    simp only [norm_sub_sq_real, Finset.sum_add_distrib, Finset.sum_sub_distrib,
      ← Finset.mul_sum, Finset.sum_const, Finset.card_univ, Fintype.card_fin, nsmul_eq_mul]
    ring
  unfold harmonicRepulsion
  linarith

/-- The mean repulsion is `-N` times the second moment of the density plus the mean squared
norm of the sum of positions. -/
theorem meanRepulsion_eq (P : Ensemble n N E) :
    meanRepulsion P = -(N : ℝ) * secondMoment P
      + ∑ k, P.weight k * ‖∑ i, P.pos k i‖ ^ 2 := by
  simp only [meanRepulsion, secondMoment, densityMean, harmonicRepulsion_eq]
  rw [Finset.mul_sum, ← Finset.sum_add_distrib]
  exact Finset.sum_congr rfl fun k _ => by ring

omit [InnerProductSpace ℝ E] in
/-- A mean squared norm vanishes exactly when the vector vanishes in every configuration of
positive probability. -/
theorem mean_sq_eq_zero_iff (P : Ensemble n N E) (v : Fin n → E) :
    ∑ k, P.weight k * ‖v k‖ ^ 2 = 0 ↔ ∀ k, 0 < P.weight k → v k = 0 := by
  rw [Finset.sum_eq_zero_iff_of_nonneg
    fun k _ => mul_nonneg (P.weight_nonneg k) (sq_nonneg _)]
  constructor
  · intro h k hk
    rcases mul_eq_zero.mp (h k (Finset.mem_univ k)) with h0 | h0
    · exact absurd h0 hk.ne'
    · exact norm_eq_zero.mp (pow_eq_zero_iff two_ne_zero |>.mp h0)
  · intro h k _
    rcases (P.weight_nonneg k).eq_or_lt with h0 | h0
    · rw [← h0, zero_mul]
    · rw [h k h0]
      simp

/-- The mean harmonic repulsion is at least `-N` times the second moment of the density, with
equality exactly when the positions sum to zero in every configuration of positive
probability. -/
theorem meanRepulsion_bound (P : Ensemble n N E) :
    -(N : ℝ) * secondMoment P ≤ meanRepulsion P ∧
    (meanRepulsion P = -(N : ℝ) * secondMoment P ↔
      ∀ k, 0 < P.weight k → ∑ i, P.pos k i = 0) := by
  rw [← mean_sq_eq_zero_iff P (fun k => ∑ i, P.pos k i), meanRepulsion_eq]
  have h : 0 ≤ ∑ k, P.weight k * ‖∑ i, P.pos k i‖ ^ 2 :=
    Finset.sum_nonneg fun k _ => mul_nonneg (P.weight_nonneg k) (sq_nonneg _)
  exact ⟨by linarith, fun h => by linarith, fun h => by linarith⟩

/-- The bound sharpens by the squared norm of the first moment of the density, with equality
exactly when the positions sum to that moment in every configuration of positive
probability. -/
theorem meanRepulsion_bound_firstMoment (P : Ensemble n N E) :
    -(N : ℝ) * secondMoment P + ‖firstMoment P‖ ^ 2 ≤ meanRepulsion P ∧
    (meanRepulsion P = -(N : ℝ) * secondMoment P + ‖firstMoment P‖ ^ 2 ↔
      ∀ k, 0 < P.weight k → ∑ i, P.pos k i = firstMoment P) := by
  have hin : ∀ v : E, inner ℝ (firstMoment P) v
      = ∑ k, P.weight k * inner ℝ (∑ i, P.pos k i) v := by
    intro v
    simp only [firstMoment, sum_inner, real_inner_smul_left]
  -- split the mean square into squared mean and variance
  have hvar : ∑ k, P.weight k * ‖∑ i, P.pos k i - firstMoment P‖ ^ 2
      = ∑ k, P.weight k * ‖∑ i, P.pos k i‖ ^ 2
        - 2 * ∑ k, P.weight k * inner ℝ (∑ i, P.pos k i) (firstMoment P)
        + (∑ k, P.weight k) * ‖firstMoment P‖ ^ 2 := by
    rw [Finset.mul_sum, Finset.sum_mul, ← Finset.sum_sub_distrib, ← Finset.sum_add_distrib]
    exact Finset.sum_congr rfl fun k _ => by rw [norm_sub_sq_real]; ring
  rw [← hin, real_inner_self_eq_norm_sq, P.weight_sum] at hvar
  have h : 0 ≤ ∑ k, P.weight k * ‖∑ i, P.pos k i - firstMoment P‖ ^ 2 :=
    Finset.sum_nonneg fun k _ => mul_nonneg (P.weight_nonneg k) (sq_nonneg _)
  have hz := mean_sq_eq_zero_iff P (fun k => ∑ i, P.pos k i - firstMoment P)
  simp only [sub_eq_zero] at hz
  rw [← hz, meanRepulsion_eq]
  exact ⟨by linarith, fun h => by linarith, fun h => by linarith⟩

/-- An ensemble whose positions sum to zero in every configuration of positive probability
minimizes the mean harmonic repulsion at its density. -/
theorem isMinimizer_of_sum_zero (P : Ensemble n N E)
    (h : ∀ k, 0 < P.weight k → ∑ i, P.pos k i = 0) : IsMinimizer P := by
  intro m Q hPQ
  have hM : secondMoment P = secondMoment Q := hPQ _
  rw [(meanRepulsion_bound P).2.mpr h, hM]
  exact (meanRepulsion_bound Q).1

/-- The ensemble in which each row of a nonempty square array of points is a configuration,
all rows being equally likely. -/
def rowEnsemble [NeZero N] (a : Fin N → Fin N → E) : Ensemble N N E where
  weight := fun _ => 1 / (N : ℝ)
  pos := a
  weight_nonneg := fun _ => by positivity
  weight_sum := by
    have h : (N : ℝ) ≠ 0 := Nat.cast_ne_zero.mpr (NeZero.ne N)
    simp [h]

omit [NormedAddCommGroup E] [InnerProductSpace ℝ E] in
/-- With equal probabilities, the rows and the columns of a nonempty square array of points give the
same density. -/
theorem sameDensity_rows_columns [NeZero N] (a : Fin N → Fin N → E) :
    SameDensity (rowEnsemble a) (rowEnsemble fun k i => a i k) := by
  intro f
  simp only [densityMean, rowEnsemble, ← Finset.mul_sum]
  rw [Finset.sum_comm]

/-- The three-by-three magic square, shifted so that its rows and columns sum to zero. -/
def magic : Fin 3 → Fin 3 → ℤ := ![![-3, 2, 1], ![4, 0, -4], ![-1, -2, 3]]

/-- Three particles on a line: taken with equal probabilities, the rows and the columns of the magic
square are strictly correlated minimizers with the same density, yet the points `4` and `-4` are
occupied together in a row and in no column. -/
theorem minimizer_not_unique :
    let R : Ensemble 3 3 ℝ := rowEnsemble fun k i => (magic k i : ℝ)
    let C : Ensemble 3 3 ℝ := rowEnsemble fun k i => (magic i k : ℝ)
    SameDensity R C ∧ IsMinimizer R ∧ IsMinimizer C ∧
    IsStrictlyCorrelated R ∧ IsStrictlyCorrelated C ∧
    (∃ k i j, R.pos k i = 4 ∧ R.pos k j = -4) ∧
    ¬ ∃ k i j, C.pos k i = 4 ∧ C.pos k j = -4 := by
  intro R C
  refine ⟨sameDensity_rows_columns _, isMinimizer_of_sum_zero _ ?_,
    isMinimizer_of_sum_zero _ ?_, ?_, ?_, ⟨1, 0, 2, ?_, ?_⟩, ?_⟩
  · intro k _
    change ∑ i, (magic k i : ℝ) = 0
    exact_mod_cast (by decide : ∀ k, ∑ i, magic k i = 0) k
  · intro k _
    change ∑ i, (magic i k : ℝ) = 0
    exact_mod_cast (by decide : ∀ k, ∑ i, magic i k = 0) k
  -- all nine entries differ, so one position fixes the row and the column
  · intro k l i j _ _ h
    change (magic k i : ℝ) = (magic l j : ℝ) at h
    have hkl : k = l :=
      (by decide : ∀ k l i j, magic k i = magic l j → k = l) k l i j (Int.cast_injective h)
    rw [hkl]
  · intro k l i j _ _ h
    change (magic i k : ℝ) = (magic j l : ℝ) at h
    have hkl : k = l :=
      (by decide : ∀ k l i j, magic i k = magic j l → k = l) k l i j (Int.cast_injective h)
    rw [hkl]
  · change (magic 1 0 : ℝ) = 4
    exact_mod_cast (by decide : magic 1 0 = 4)
  · change (magic 1 2 : ℝ) = -4
    exact_mod_cast (by decide : magic 1 2 = -4)
  · rintro ⟨k, i, j, h1, h2⟩
    change (magic i k : ℝ) = 4 at h1
    change (magic j k : ℝ) = -4 at h2
    have h1' : magic i k = 4 := by exact_mod_cast h1
    have h2' : magic j k = -4 := by exact_mod_cast h2
    exact (by decide : ∀ k i j, magic i k = 4 → magic j k ≠ -4) k i j h1' h2'

end

end HarmonicStrongCoupling
```

```lean
#print axioms HarmonicStrongCoupling.meanRepulsion_bound
#print axioms HarmonicStrongCoupling.meanRepulsion_bound_firstMoment
#print axioms HarmonicStrongCoupling.minimizer_not_unique
```

```
'HarmonicStrongCoupling.meanRepulsion_bound' depends on axioms: [propext, Classical.choice, Quot.sound]
'HarmonicStrongCoupling.meanRepulsion_bound_firstMoment' depends on axioms: [propext, Classical.choice, Quot.sound]
'HarmonicStrongCoupling.minimizer_not_unique' depends on axioms: [propext, Classical.choice, Quot.sound]
```

## What the definitions say about the physics

`Ensemble n N E` holds n listed configurations of N particles in a space `E`. Its fields `weight k` and `pos k i` are w(k) and x(k,i), and the two conditions on the weights make them probabilities. For the energy results `E` is any real inner product space; ℝ^d with its usual distance is `EuclideanSpace ℝ (Fin d)`. Lean numbers particles and configurations from 0. The letter `m` in the code counts the configurations of a second ensemble, while the moment D is `firstMoment`.

The density enters through `densityMean`, the integral of a one-body observable against it. `SameDensity` requires agreement for every real function on `E`, which for finite ensembles means equal density at every point. `IsMinimizer` compares an ensemble with all finite ensembles of the same particle number and density, however many configurations they list.

`IsStrictlyCorrelated` says that two configurations of positive probability sharing an occupied point are equal as ordered lists. An ensemble symmetrised over particle labels generally fails this condition, so each listed configuration should be read as one representative of its permutations. Energy and density are unaffected by the ordering.

## How the lemmas divide the argument

`harmonicRepulsion_eq` is the pair identity. Its step `htwice` does the double counting, `hfull` expands the squares, and `linarith` solves for the energy. `meanRepulsion_eq` takes the average.

`mean_sq_eq_zero_iff` supplies both equality conditions: a sum of nonnegative terms vanishes only if each term does. `meanRepulsion_bound` applies it to S(k). `meanRepulsion_bound_firstMoment` applies it to S(k) − D, after `hvar` has expanded the square around D.

`isMinimizer_of_sum_zero` uses `SameDensity` for the single observable |r|² to equate the second moments. `sameDensity_rows_columns` exchanges the order of two sums.

`minimizer_not_unique` combines these results for the magic square. Its entries are stored as integers, so `decide` can check the zero sums, the distinctness of the entries and the absence of a column containing both 4 and −4. Casts carry these facts over to real positions.

## Finite ensembles and continuous densities

Both bounds hold for every finite ensemble, with no centring condition on the density. Non-uniqueness is established by one example, three particles on a line; other densities may well have a single minimizer. A zero sum in every configuration of positive probability is proved sufficient for a minimizer, not necessary, and whether a given density admits such an ensemble has to be settled separately.

Steps left open towards an electronic system include the passage from finitely many points to a continuous density and the strong-coupling limit that leads from wave functions to this minimisation. The interaction is also harmonic throughout, so the example says nothing about uniqueness for Coulomb repulsion.
